# Symmetric solutions of the ring coupled-cluster doubles equation with factorized coupling and positive excitation energies, as a fixed-point condition

The theorem `symmetric_solution_iff` concerns the ring coupled-cluster doubles equation K + (D + K)T + T(D + K) + TKT = 0 for real matrices over a finite index set, where D is diagonal with positive excitation energies d_p and the coupling factorizes as K = LLᵀ. It says that T is a symmetric solution exactly when T_pq = −(UUᵀ)_pq / (d_p + d_q) for all p and q, with U = (1 + T)L. As U itself contains T, this is a fixed-point condition, and the theorem does not claim that a solution exists. The proof writes the residual for symmetric T as DT + TD + UUᵀ and compares entries, dividing by the positive sum d_p + d_q. For the converse it first gets the symmetry of T from that of UUᵀ and of the denominator.

The first attempt, which Lean rejects:

```lean
import Mathlib

open Matrix

namespace FactorizedRingCoupledCluster

noncomputable section

variable {n r : Type*} [Fintype n] [DecidableEq n] [Fintype r]

/-- The ring coupled-cluster doubles residual `K + (D + K) T + T (D + K) + T K T`, with `D` the
diagonal matrix of excitation energies `d`. -/
def ringResidual (d : n → ℝ) (K T : Matrix n n ℝ) : Matrix n n ℝ :=
  K + (diagonal d + K) * T + T * (diagonal d + K) + T * K * T

/-- The Coulomb factor dressed by the amplitudes, `U = (1 + T) L`. -/
def dressed (L : Matrix n r ℝ) (T : Matrix n n ℝ) : Matrix n r ℝ :=
  (1 + T) * L

/-- For symmetric amplitudes and a factorized coupling `K = L Lᵀ`, the residual is
`D T + T D + U Uᵀ`. -/
theorem residual_factorized (d : n → ℝ) (L : Matrix n r ℝ) {T : Matrix n n ℝ} (hT : Tᵀ = T) :
    ringResidual d (L * Lᵀ) T =
      diagonal d * T + T * diagonal d + dressed L T * (dressed L T)ᵀ := by
  -- the dressed Gram matrix collects all terms containing the coupling
  have h : dressed L T * (dressed L T)ᵀ = (1 + T) * (L * Lᵀ) * (1 + T) := by
    simp only [dressed, transpose_mul, transpose_add, transpose_one, hT, Matrix.mul_assoc]
  rw [h]
  unfold ringResidual
  generalize L * Lᵀ = K
  noncomm_ring

/-- For positive excitation energies, `T` is a symmetric solution of the ring coupled-cluster
equation if and only if `T_pq = -(U Uᵀ)_pq / (d_p + d_q)` for all `p` and `q`. -/
theorem symmetric_solution_iff {d : n → ℝ} (hd : ∀ p, 0 < d p) (L : Matrix n r ℝ)
    (T : Matrix n n ℝ) :
    (Tᵀ = T ∧ ringResidual d (L * Lᵀ) T = 0) ↔
      ∀ p q, T p q = -(dressed L T * (dressed L T)ᵀ) p q / (d p + d q) := by
  have entry : ∀ p q, (diagonal d * T + T * diagonal d + dressed L T * (dressed L T)ᵀ) p q
      = T p q * (d p + d q) + (dressed L T * (dressed L T)ᵀ) p q := by
    intro p q
    rw [Matrix.add_apply, Matrix.add_apply, Matrix.diagonal_mul, Matrix.mul_diagonal]
    ring
  constructor
  · rintro ⟨hT, h⟩ p q
    rw [residual_factorized d L hT] at h
    have hpq := entry p q
    rw [h, Matrix.zero_apply] at hpq
    rw [eq_div_iff (add_pos (hd p) (hd q)).ne', Matrix.neg_apply]
    linarith
  · intro h
    -- the fixed-point form makes the amplitudes symmetric
    have hT : Tᵀ = T := by
      ext p q
      have hs : (dressed L T * (dressed L T)ᵀ) q p = (dressed L T * (dressed L T)ᵀ) p q := by
        simp only [Matrix.mul_apply, Matrix.transpose_apply]
        exact Finset.sum_congr rfl fun k _ => mul_comm _ _
      rw [Matrix.transpose_apply, h q p, h p q, Matrix.neg_apply, Matrix.neg_apply, hs,
        add_comm (d q)]
    refine ⟨hT, ?_⟩
    rw [residual_factorized d L hT]
    ext p q
    have hpq := h p q
    rw [eq_div_iff (add_pos (hd p) (hd q)).ne', Matrix.neg_apply] at hpq
    rw [entry p q, Matrix.zero_apply]
    linarith

end

end FactorizedRingCoupledCluster
```

Lean reports:

```
Main.lean:49:48: error: Tactic `rewrite` failed: Did not find an occurrence of the pattern
  (-?A) ?i ?j
in the target expression
  T p q * (d p + d q) = -(dressed L T * (dressed L T)ᵀ) p q

case mp
n : Type u_1
r : Type u_2
inst✝² : Fintype n
inst✝¹ : DecidableEq n
inst✝ : Fintype r
d : n → ℝ
hd : ∀ (p : n), 0 < d p
L : Matrix n r ℝ
T : Matrix n n ℝ
entry :
  ∀ (p q : n),
    (diagonal d * T + T * diagonal d + dressed L T * (dressed L T)ᵀ) p q =
      T p q * (d p + d q) + (dressed L T * (dressed L T)ᵀ) p q
hT : Tᵀ = T
h : diagonal d * T + T * diagonal d + dressed L T * (dressed L T)ᵀ = 0
p q : n
hpq : 0 = T p q * (d p + d q) + (dressed L T * (dressed L T)ᵀ) p q
⊢ T p q * (d p + d q) = -(dressed L T * (dressed L T)ᵀ) p q

Note: The target expression is not type-correct under the `implicit` transparency level, which may have triggered the failure. This is usually caused by unfolding of semireducible definitions in prior tactic steps. Use `set_option linter.tacticCheckInstances true` to investigate the source of the issue.
Full error:
  function expected
    T p
Main.lean:58:48: error: Tactic `rewrite` failed: Did not find an occurrence of the pattern
  (-?A) ?i ?j
in the target expression
  -(dressed L T * (dressed L T)ᵀ) q p / (d q + d p) = -(dressed L T * (dressed L T)ᵀ) p q / (d p + d q)

n : Type u_1
r : Type u_2
inst✝² : Fintype n
inst✝¹ : DecidableEq n
inst✝ : Fintype r
d : n → ℝ
hd : ∀ (p : n), 0 < d p
L : Matrix n r ℝ
T : Matrix n n ℝ
entry :
  ∀ (p q : n),
    (diagonal d * T + T * diagonal d + dressed L T * (dressed L T)ᵀ) p q =
      T p q * (d p + d q) + (dressed L T * (dressed L T)ᵀ) p q
h : ∀ (p q : n), T p q = -(dressed L T * (dressed L T)ᵀ) p q / (d p + d q)
p q : n
hs : (dressed L T * (dressed L T)ᵀ) q p = (dressed L T * (dressed L T)ᵀ) p q
⊢ -(dressed L T * (dressed L T)ᵀ) q p / (d q + d p) = -(dressed L T * (dressed L T)ᵀ) p q / (d p + d q)

Note: The target expression is not type-correct under the `implicit` transparency level, which may have triggered the failure. This is usually caused by unfolding of semireducible definitions in prior tactic steps. Use `set_option linter.tacticCheckInstances true` to investigate the source of the issue.
Full error:
  function expected
    (dressed L T * (dressed L T)ᵀ) q
Main.lean:64:48: error: Tactic `rewrite` failed: Did not find an occurrence of the pattern
  (-?A) ?i ?j
in the target expression
  T p q * (d p + d q) = -(dressed L T * (dressed L T)ᵀ) p q

case mpr
n : Type u_1
r : Type u_2
inst✝² : Fintype n
inst✝¹ : DecidableEq n
inst✝ : Fintype r
d : n → ℝ
hd : ∀ (p : n), 0 < d p
L : Matrix n r ℝ
T : Matrix n n ℝ
entry :
  ∀ (p q : n),
    (diagonal d * T + T * diagonal d + dressed L T * (dressed L T)ᵀ) p q =
      T p q * (d p + d q) + (dressed L T * (dressed L T)ᵀ) p q
h : ∀ (p q : n), T p q = -(dressed L T * (dressed L T)ᵀ) p q / (d p + d q)
hT : Tᵀ = T
p q : n
hpq : T p q * (d p + d q) = -(dressed L T * (dressed L T)ᵀ) p q
⊢ (diagonal d * T + T * diagonal d + dressed L T * (dressed L T)ᵀ) p q = 0 p q

Note: The target expression is not type-correct under the `implicit` transparency level, which may have triggered the failure. This is usually caused by unfolding of semireducible definitions in prior tactic steps. Use `set_option linter.tacticCheckInstances true` to investigate the source of the issue.
Full error:
  function expected
    T p
```

What went wrong. All three errors are failures of `rw` with `Matrix.neg_apply`. That lemma turns an entry of a negated matrix, `(-A) i j`, into the negated entry `-(A i j)`. In Lean, function application binds tighter than the minus sign, so `-(dressed L T * (dressed L T)ᵀ) p q` in the theorem already means the negative of the real number at `p q`. No negated matrix occurs, and the rewrite finds nothing to match. The messages also note that the target is not type-correct under `implicit` transparency, but the pattern is missing in any case.

The repair deletes every use of `Matrix.neg_apply`. In the first and third places, `eq_div_iff` alone leaves an equation between real numbers that `linarith` can use. In the second, `hs` and `add_comm (d q)` make the two sides identical, and `rw` closes the goal. Putting that rewrite on one line is mere tidying.

The repair, with which the file compiles:

```diff
@@ -47,5 +47,5 @@
     have hpq := entry p q
     rw [h, Matrix.zero_apply] at hpq
-    rw [eq_div_iff (add_pos (hd p) (hd q)).ne', Matrix.neg_apply]
+    rw [eq_div_iff (add_pos (hd p) (hd q)).ne']
     linarith
   · intro h
@@ -56,11 +56,10 @@
         simp only [Matrix.mul_apply, Matrix.transpose_apply]
         exact Finset.sum_congr rfl fun k _ => mul_comm _ _
-      rw [Matrix.transpose_apply, h q p, h p q, Matrix.neg_apply, Matrix.neg_apply, hs,
-        add_comm (d q)]
+      rw [Matrix.transpose_apply, h q p, h p q, hs, add_comm (d q)]
     refine ⟨hT, ?_⟩
     rw [residual_factorized d L hT]
     ext p q
     have hpq := h p q
-    rw [eq_div_iff (add_pos (hd p) (hd q)).ne', Matrix.neg_apply] at hpq
+    rw [eq_div_iff (add_pos (hd p) (hd q)).ne'] at hpq
     rw [entry p q, Matrix.zero_apply]
     linarith
```
